# For a nonzero projector in finite dimension, the lowest Kleinman–Bylander eigenvalue tends to minus infinity as the denominator approaches zero from below

Let $A$ be a Hermitian operator on a finite-dimensional complex inner product space $E$, with operator norm at most $M$. Let $\chi\in E$, let $b\neq0$ be real, and let $e$ be the lowest eigenvalue of
$$H=A+\frac{|\chi\rangle\langle\chi|}{b}.$$
If $b<0$, then $e$ differs from $-\|\chi\|^2/|b|$ by at most $M$. If $b>0$, then $e\ge -M$. For fixed $A$ and $\chi\ne0$, a small negative denominator therefore produces an arbitrarily deep state, and a small positive one does not.

```lean
import Mathlib

open Filter Topology ComplexConjugate

namespace KleinmanBylanderGhost

noncomputable section

variable {E : Type*} [NormedAddCommGroup E] [InnerProductSpace ℂ E]
```

## One projector and its energy denominator

In a pseudopotential calculation, $A$ holds the kinetic energy and the local potential. For a reference state $\varphi$ and a nonlocal correction $\delta V$, the separable form has $\chi=\delta V\varphi$ and $b=\langle\varphi|\delta V|\varphi\rangle$. Here $\chi$ and $b$ are independent parameters, there is one projector, and the eigenvalue problem is an ordinary one, without the PAW overlap operator.

In Lean, `innerSL ℂ χ` is the bra $\langle\chi|$, and `smulRight χ` attaches the ket.

```lean
/-- The Hamiltonian `A + |χ⟩⟨χ| / b` with a Kleinman-Bylander projector `χ` and a real denominator
`b`. At `b = 0` Lean's convention `1 / 0 = 0` makes it equal to `A`. -/
def kbHamiltonian (A : E →L[ℂ] E) (χ : E) (b : ℝ) : E →L[ℂ] E :=
  A + ((1 / b : ℝ) : ℂ) • (innerSL ℂ χ).smulRight χ
```

The lowest eigenvalue is the least real $\mu$ with $Hv=\mu v$ for some $v\neq0$. Since a Hermitian operator has only real eigenvalues, none is missed.

```lean
/-- The real number `e` is the lowest among the real eigenvalues of `H`. -/
def IsLowestEigenvalue (H : E →L[ℂ] E) (e : ℝ) : Prop :=
  IsLeast {μ : ℝ | ∃ v : E, v ≠ 0 ∧ H v = (μ : ℂ) • v} e
```

Applied to a state, the definition gives $Hx=Ax+\frac1b\langle\chi,x\rangle\chi$.

```lean
/-- The Hamiltonian acts on a state `x` as `A x + (⟨χ, x⟩ / b) χ`. -/
theorem kb_apply (A : E →L[ℂ] E) (χ : E) (b : ℝ) (x : E) :
    kbHamiltonian A χ b x = A x + ((1 / b : ℝ) : ℂ) • (inner ℂ χ x • χ) := by
  simp [kbHamiltonian]
```

Since $b$ is real, the added term is Hermitian: both $\langle Hx,y\rangle-\langle Ax,y\rangle$ and $\langle x,Hy\rangle-\langle x,Ay\rangle$ equal $\langle x,\chi\rangle\langle\chi,y\rangle/b$. `IsSymmetric` expresses hermiticity in this form.

```lean
/-- If `A` is Hermitian, so is the Hamiltonian with the Kleinman-Bylander term. -/
theorem kb_symmetric {A : E →L[ℂ] E} (hA : (A : E →ₗ[ℂ] E).IsSymmetric) (χ : E) (b : ℝ) :
    (kbHamiltonian A χ b : E →ₗ[ℂ] E).IsSymmetric := by
  intro x y
  have h := hA x y
  simp only [ContinuousLinearMap.coe_coe] at h ⊢
  rw [kb_apply, kb_apply, inner_add_left, inner_add_right, h]
  simp only [inner_smul_left, inner_smul_right, Complex.conj_ofReal, inner_conj_symm]
  ring
```

## Energies of unnormalised states

Setting $y=x$ gives
$$\langle x,Hx\rangle=\langle x,Ax\rangle+\frac{|\langle\chi,x\rangle|^2}{b}.$$
The vector $x$ need not be normalised. For $x\neq0$, the physical expectation value is this number divided by $\|x\|^2$. The Lean statements use the real part of the inner product.

```lean
/-- For any vector `x`, with `H` the Kleinman-Bylander Hamiltonian, the real part of `⟨x, H x⟩` is
that of `⟨x, A x⟩` plus `|⟨χ, x⟩|² / b`. -/
theorem kb_expectation (A : E →L[ℂ] E) (χ : E) (b : ℝ) (x : E) :
    (inner ℂ x (kbHamiltonian A χ b x)).re
      = (inner ℂ x (A x)).re + ‖inner ℂ χ x‖ ^ 2 / b := by
  have h : inner ℂ x χ = conj (inner ℂ χ x) := (inner_conj_symm x χ).symm
  rw [kb_apply, inner_add_right, inner_smul_right, inner_smul_right, h, Complex.mul_conj,
    Complex.normSq_eq_norm_sq, ← Complex.ofReal_mul, Complex.add_re, Complex.ofReal_re]
  ring
```

If $Hv=\mu v$, then $\langle v,Hv\rangle=\mu\|v\|^2$.

```lean
/-- If `H v = μ v` with `μ` real, the real part of `⟨v, H v⟩` is `μ ‖v‖²`. -/
theorem eigen_expectation {H : E →L[ℂ] E} {μ : ℝ} {v : E} (h : H v = (μ : ℂ) • v) :
    (inner ℂ v (H v)).re = μ * ‖v‖ ^ 2 := by
  have hn : (inner ℂ v v).re = ‖v‖ ^ 2 := inner_self_eq_norm_sq (𝕜 := ℂ) v
  rw [h, inner_smul_right, Complex.re_ofReal_mul, hn]
```

Cauchy–Schwarz gives $|\langle\chi,v\rangle|^2\le\|\chi\|^2\|v\|^2$. Division by $b<0$ reverses the inequality:
$$\frac{|\langle\chi,v\rangle|^2}{b}\ge-\frac{\|\chi\|^2}{|b|}\|v\|^2.$$

```lean
/-- For `b < 0` and any vector `v`, the projector term `|⟨χ, v⟩|² / b` is at least
`-‖χ‖² ‖v‖² / |b|`. -/
theorem projector_bound (χ v : E) {b : ℝ} (hb : b < 0) :
    ‖χ‖ ^ 2 / b * ‖v‖ ^ 2 ≤ ‖inner ℂ χ v‖ ^ 2 / b := by
  -- Cauchy-Schwarz, reversed by the negative denominator
  have hcs : ‖inner ℂ χ v‖ ^ 2 ≤ ‖χ‖ ^ 2 * ‖v‖ ^ 2 := by
    rw [← mul_pow]
    exact pow_le_pow_left₀ (norm_nonneg _) (norm_inner_le_norm χ v) 2
  rw [div_mul_eq_mul_div]
  exact div_le_div_of_nonpos_of_le hb.le hcs
```

## Existence and the variational principle

Take an orthonormal eigenbasis $B_i$ of a Hermitian $H$ with eigenvalues $\lambda_i$, and let $\lambda_k$ be the smallest. If $Hv=\mu v$ with $v\ne0$, some overlap $\langle B_i,v\rangle$ is nonzero. Then
$$\lambda_i\langle B_i,v\rangle=\langle HB_i,v\rangle=\langle B_i,Hv\rangle=\mu\langle B_i,v\rangle,$$
so $\mu=\lambda_i\ge\lambda_k$. `Nontrivial E` ensures that the basis is not empty.

```lean
/-- A Hermitian operator on a nonzero finite-dimensional space has a lowest eigenvalue. -/
theorem exists_lowest [FiniteDimensional ℂ E] [Nontrivial E] {H : E →L[ℂ] E}
    (hH : (H : E →ₗ[ℂ] E).IsSymmetric) : ∃ e, IsLowestEigenvalue H e := by
  let B := hH.eigenvectorBasis rfl
  have hB : ∀ i, H (B i) = ((hH.eigenvalues rfl i : ℝ) : ℂ) • B i :=
    fun i => hH.apply_eigenvectorBasis rfl i
  have : Nonempty (Fin (Module.finrank ℂ E)) := ⟨⟨0, Module.finrank_pos⟩⟩
  obtain ⟨k, hk⟩ := Finite.exists_min (hH.eigenvalues rfl)
  refine ⟨hH.eigenvalues rfl k, ⟨B k, B.orthonormal.ne_zero k, hB k⟩, ?_⟩
  rintro μ ⟨v, hv, hμ⟩
  -- an eigenvector overlaps with some basis state, which then has the same eigenvalue
  obtain ⟨i, hi⟩ : ∃ i, inner ℂ (B i) v ≠ 0 := by
    by_contra! h
    apply hv
    rw [← inner_self_eq_zero (𝕜 := ℂ), ← B.sum_inner_mul_inner v v]
    exact Finset.sum_eq_zero fun i _ => by rw [h i, mul_zero]
  have h1 := hH (B i) v
  simp only [ContinuousLinearMap.coe_coe] at h1
  rw [hB, hμ, inner_smul_left, inner_smul_right, Complex.conj_ofReal] at h1
  have h2 : hH.eigenvalues rfl i = μ := Complex.ofReal_injective (mul_right_cancel₀ hi h1)
  rw [← h2]
  exact hk i
```

In the same basis,
$$\langle x,Hx\rangle=\sum_i\lambda_i|\langle B_i,x\rangle|^2\ge e\sum_i|\langle B_i,x\rangle|^2=e\|x\|^2.$$
The proof compares the sums term by term with `Finset.sum_le_sum`.

```lean
/-- Variational principle: for a Hermitian operator on a finite-dimensional space, the lowest
eigenvalue times `‖x‖²` never exceeds the real part of `⟨x, H x⟩`. -/
theorem variational [FiniteDimensional ℂ E] {H : E →L[ℂ] E}
    (hH : (H : E →ₗ[ℂ] E).IsSymmetric) {e : ℝ} (he : IsLowestEigenvalue H e) (x : E) :
    e * ‖x‖ ^ 2 ≤ (inner ℂ x (H x)).re := by
  let B := hH.eigenvectorBasis rfl
  have hB : ∀ i, H (B i) = ((hH.eigenvalues rfl i : ℝ) : ℂ) • B i :=
    fun i => hH.apply_eigenvectorBasis rfl i
  have hn : (inner ℂ x x).re = ‖x‖ ^ 2 := inner_self_eq_norm_sq (𝕜 := ℂ) x
  -- expand both sides in the eigenbasis and compare term by term
  rw [← hn, ← B.sum_inner_mul_inner x x, ← B.sum_inner_mul_inner x (H x),
    Complex.re_sum, Complex.re_sum, Finset.mul_sum]
  refine Finset.sum_le_sum fun i _ => ?_
  have h1 : inner ℂ (B i) (H x) = ((hH.eigenvalues rfl i : ℝ) : ℂ) * inner ℂ (B i) x := by
    have h := hH (B i) x
    simp only [ContinuousLinearMap.coe_coe] at h
    rw [← h, hB, inner_smul_left, Complex.conj_ofReal]
  have h2 : inner ℂ x (B i) = conj (inner ℂ (B i) x) := (inner_conj_symm _ _).symm
  have h3 : inner ℂ x (B i) * inner ℂ (B i) x = ((‖inner ℂ (B i) x‖ ^ 2 : ℝ) : ℂ) := by
    rw [h2, mul_comm, Complex.mul_conj, Complex.normSq_eq_norm_sq]
  rw [h1, mul_left_comm, h3, ← Complex.ofReal_mul, Complex.ofReal_re, Complex.ofReal_re]
  exact mul_le_mul_of_nonneg_right (he.2 ⟨B i, B.orthonormal.ne_zero i, hB i⟩) (sq_nonneg _)
```

## The two signs of the denominator

The norm bound gives $|\langle x,Ax\rangle|\le M\|x\|^2$, which is `hbound`. Let $v$ be an eigenvector for $e$, so that
$$e\|v\|^2=\langle v,Av\rangle+\frac{|\langle\chi,v\rangle|^2}{b}.$$

For $b<0$, the projector bound gives $e\ge-M-\|\chi\|^2/|b|$. For the upper bound, $\chi$ serves as the trial state:
$$e\|\chi\|^2\le\langle\chi,A\chi\rangle-\frac{\|\chi\|^4}{|b|}\le\Big(M-\frac{\|\chi\|^2}{|b|}\Big)\|\chi\|^2.$$
Division by $\|\chi\|^2$ finishes this case. If $\chi=0$, then $H=A$ and $v$ itself gives $e\le M$.

For $b>0$ the projector term is nonnegative, so $e\ge-M$.

```lean
/-- Let `A` be Hermitian with operator norm at most `M`, in finite dimension. The lowest
eigenvalue of `A + |χ⟩⟨χ| / b` differs from `-‖χ‖² / |b|` by at most `M` if `b < 0`, and is at
least `-M` if `b > 0`. -/
theorem ghost_energy [FiniteDimensional ℂ E] {A : E →L[ℂ] E}
    (hA : (A : E →ₗ[ℂ] E).IsSymmetric) {M : ℝ} (hM : ‖A‖ ≤ M) (χ : E) {b e : ℝ}
    (he : IsLowestEigenvalue (kbHamiltonian A χ b) e) :
    (b < 0 → |e - (-(‖χ‖ ^ 2 / |b|))| ≤ M) ∧ (0 < b → -M ≤ e) := by
  have hbound : ∀ x : E, |(inner ℂ x (A x)).re| ≤ M * ‖x‖ ^ 2 := fun x =>
    calc |(inner ℂ x (A x)).re| ≤ ‖inner ℂ x (A x)‖ := Complex.abs_re_le_norm _
      _ ≤ ‖x‖ * ‖A x‖ := norm_inner_le_norm _ _
      _ ≤ ‖x‖ * (M * ‖x‖) :=
        mul_le_mul_of_nonneg_left (A.le_of_opNorm_le hM x) (norm_nonneg x)
      _ = M * ‖x‖ ^ 2 := by ring
  obtain ⟨v, hv, hev⟩ := he.1
  have hv2 : 0 < ‖v‖ ^ 2 := pow_pos (norm_pos_iff.mpr hv) 2
  have hE := eigen_expectation hev
  rw [kb_expectation] at hE
  obtain ⟨hl, hu⟩ := abs_le.mp (hbound v)
  constructor
  · intro hb
    rw [abs_of_neg hb, div_neg, neg_neg, abs_le]
    constructor
    · -- the ground state gains at most `‖χ‖² / |b|` from the projector
      refine le_of_mul_le_mul_right ?_ hv2
      linarith [projector_bound χ v hb]
    · by_cases h : χ = 0
      · have h0 : ‖inner ℂ χ v‖ ^ 2 / b = 0 := by simp [h]
        have h1 : ‖χ‖ ^ 2 / b = 0 := by simp [h]
        rw [h1]
        refine le_of_mul_le_mul_right ?_ hv2
        linarith
      · -- the projector itself is the trial state
        have hx2 : 0 < ‖χ‖ ^ 2 := pow_pos (norm_pos_iff.mpr h) 2
        have ht := variational (kb_symmetric hA χ b) he χ
        have hs : ‖inner ℂ χ χ‖ = ‖χ‖ ^ 2 := by
          rw [inner_self_eq_norm_sq_to_K]
          simp
        rw [kb_expectation, hs] at ht
        have hr : (‖χ‖ ^ 2) ^ 2 / b = ‖χ‖ ^ 2 / b * ‖χ‖ ^ 2 := by ring
        rw [hr] at ht
        refine le_of_mul_le_mul_right ?_ hx2
        rw [sub_mul]
        linarith [(abs_le.mp (hbound χ)).2]
  · intro hb
    have hp : 0 ≤ ‖inner ℂ χ v‖ ^ 2 / b := div_nonneg (sq_nonneg _) hb.le
    refine le_of_mul_le_mul_right ?_ hv2
    linarith
```

As an example, take $A=\mathrm{diag}(1,-1)$, $\chi=(1,1)$ and $b=-0.1$, so $M=1$ and $\|\chi\|^2=2$. Then
$$H=\begin{pmatrix}-9&-10\\-10&-11\end{pmatrix},\qquad e=-10-\sqrt{101}\approx-20.05,$$
within $1$ of $-20$. With $b=+0.1$ the lowest eigenvalue is $10-\sqrt{101}\approx-0.05$, above $-1$.

## A sufficient condition for a given depth

If $b<0$ and $|b|(M+K)<\|\chi\|^2$, then $M-\|\chi\|^2/|b|<-K$, and hence $e<-K$.

In a finite orthonormal plane-wave basis, $\chi$ is a column of coefficients and the Hamiltonian of this one-projector model is the matrix $A+\chi\chi^\dagger/b$. The cutoff keeps $\|A\|$ finite, but raising it can add plane waves of higher kinetic energy, so this sufficient condition on $b$ can become stricter. That reflects the norm bound, not the eigenvalue: with the same operators and the same $b$, adding plane waves never raises the lowest eigenvalue, by the variational principle.

```lean
/-- For Hermitian `A` with norm at most `M`, in finite dimension, a negative denominator with
`|b| (M + K) < ‖χ‖²` puts the lowest eigenvalue below `-K`. -/
theorem ghost_threshold [FiniteDimensional ℂ E] {A : E →L[ℂ] E}
    (hA : (A : E →ₗ[ℂ] E).IsSymmetric) {M : ℝ} (hM : ‖A‖ ≤ M) (χ : E) {b e K : ℝ}
    (he : IsLowestEigenvalue (kbHamiltonian A χ b) e) (hb : b < 0)
    (hK : |b| * (M + K) < ‖χ‖ ^ 2) : e < -K := by
  have h := (abs_le.mp ((ghost_energy hA hM χ he).1 hb)).2
  have h2 : M + K < ‖χ‖ ^ 2 / |b| := by
    rw [lt_div_iff₀ (abs_pos.mpr hb.ne), mul_comm]
    exact hK
  linarith
```

Now fix $\chi\neq0$ and let `e b` be the lowest eigenvalue at each $b<0$. For any target energy $K$, the threshold condition with $M=\|A\|$ and $-K$ in place of $K$ reads $|b|(\|A\|-K)<\|\chi\|^2$. Its left side tends to zero with $b$, so $e(b)<K$ for all negative $b$ close enough to zero. The filter `𝓝[<] 0` expresses the approach from below.

```lean
/-- For Hermitian `A` in finite dimension and `χ ≠ 0`, the lowest eigenvalue tends to minus
infinity as the Kleinman-Bylander denominator approaches zero from below. -/
theorem ghost_plunges [FiniteDimensional ℂ E] {A : E →L[ℂ] E}
    (hA : (A : E →ₗ[ℂ] E).IsSymmetric) {χ : E} (hχ : χ ≠ 0) {e : ℝ → ℝ}
    (he : ∀ b < 0, IsLowestEigenvalue (kbHamiltonian A χ b) (e b)) :
    Tendsto e (𝓝[<] 0) atBot := by
  rw [tendsto_atBot]
  intro K
  have hc : Continuous fun b : ℝ => |b| * (‖A‖ + -K) := continuous_abs.mul continuous_const
  have h0 : |(0 : ℝ)| * (‖A‖ + -K) < ‖χ‖ ^ 2 := by
    rw [abs_zero, zero_mul]
    exact pow_pos (norm_pos_iff.mpr hχ) 2
  -- close to zero the threshold condition holds for every prescribed energy
  have hn : {b : ℝ | |b| * (‖A‖ + -K) < ‖χ‖ ^ 2} ∈ 𝓝 (0 : ℝ) :=
    (isOpen_lt hc continuous_const).mem_nhds h0
  filter_upwards [mem_nhdsWithin_of_mem_nhds hn, self_mem_nhdsWithin] with b h1 h2
  have h3 := ghost_threshold hA le_rfl χ (he b h2) h2 h1
  linarith
```

## A constant background attains the bound

If $A=c\,\mathbb 1$ with $c$ real, $\chi\neq0$ and $b<0$, then $H\chi=(c-\|\chi\|^2/|b|)\chi$. For any eigenvector $v$ with eigenvalue $\mu$, the projector bound gives $\mu\ge c-\|\chi\|^2/|b|$, so this value is the lowest. The choices $c=M$ and $c=-M$ give deviations of exactly $M$ and $-M$ from $-\|\chi\|^2/|b|$.

```lean
/-- If `A` is a real constant `c` times the identity, `χ ≠ 0` and `b < 0`, the lowest eigenvalue
is exactly `c - ‖χ‖² / |b|`. -/
theorem ghost_energy_sharp (c : ℝ) {χ : E} (hχ : χ ≠ 0) {b : ℝ} (hb : b < 0) :
    IsLowestEigenvalue (kbHamiltonian ((c : ℂ) • ContinuousLinearMap.id ℂ E) χ b)
      (c - ‖χ‖ ^ 2 / |b|) := by
  have hc : ∀ x : E, ((c : ℂ) • ContinuousLinearMap.id ℂ E) x = (c : ℂ) • x := fun _ => rfl
  rw [abs_of_neg hb, div_neg, sub_neg_eq_add]
  constructor
  · -- the projector is an eigenvector
    refine ⟨χ, hχ, ?_⟩
    have hs : inner ℂ χ χ = ((‖χ‖ ^ 2 : ℝ) : ℂ) := by
      rw [inner_self_eq_norm_sq_to_K]
      simp
    rw [kb_apply, hc, hs, smul_smul, ← add_smul]
    congr 1
    push_cast
    ring
  · rintro μ ⟨v, hv, hμ⟩
    have hE := eigen_expectation hμ
    rw [kb_expectation, eigen_expectation (hc v)] at hE
    refine le_of_mul_le_mul_right ?_ (pow_pos (norm_pos_iff.mpr hv) 2)
    rw [add_mul]
    linarith [projector_bound χ v hb]

end

end KleinmanBylanderGhost
```

```lean
#print axioms KleinmanBylanderGhost.exists_lowest
#print axioms KleinmanBylanderGhost.ghost_plunges
#print axioms KleinmanBylanderGhost.ghost_energy_sharp
```

```
'KleinmanBylanderGhost.exists_lowest' depends on axioms: [propext, Classical.choice, Quot.sound]
'KleinmanBylanderGhost.ghost_plunges' depends on axioms: [propext, Classical.choice, Quot.sound]
'KleinmanBylanderGhost.ghost_energy_sharp' depends on axioms: [propext, Classical.choice, Quot.sound]
```
